# The Drude stiffness of a closed-shell nearest-neighbour tight-binding ring exceeds its bulk value by a relative π²/(6N²) to leading order

## The ring, its filling and its stiffness

Consider non-interacting spinless fermions on a clean ring of $N$ sites with nearest-neighbour hopping $t>0$. A magnetic flux through the ring gives a particle the phase $\varphi$ on one full turn. Spread evenly over the bonds, it shifts every momentum by $\varphi/N$, so the levels are

$$\varepsilon_m(\varphi)=-2t\cos\frac{2\pi m+\varphi}{N},$$

with integer $m$. An odd number $M=2k+1<N$ of fermions fills the levels with $|m|\le k$. This is a closed shell: at $\varphi=0$ each filled momentum has its opposite filled too. The energy and the stiffness are

$$E(\varphi)=\sum_{m=-k}^{k}\varepsilon_m(\varphi),\qquad D_N=N\,E''(0).$$

Up to constants that depend on convention, $D_N$ is the weight of the zero-frequency peak in the conductivity. Charge, lattice spacing and $\hbar$ are set to one. The bulk value at density $M/N$ is

$$D^{\rm bulk}=\frac{2t}{\pi}\sin\frac{\pi M}{N},$$

and the ratio to be studied is $R_N=D_N/D^{\rm bulk}$.

The claim is that $R_N=(\pi/N)/\sin(\pi/N)$ for every such filling. Hence $R_N>1$, and $N^2(R_N-1)\to\pi^2/6$. For clean non-interacting closed-shell rings with nearest-neighbour hopping, this tells a finite-cluster calculation of the stiffness how large its size error is, and how to remove the leading part.

## From the level curvature to π²/6

Differentiating each level twice gives

$$E''(0)=\frac{2t}{N^2}\sum_{m=-k}^{k}\cos\frac{2\pi m}{N}.$$

Write $\theta=\pi/N$. The sum follows from

$$\sin\theta\sum_{m=-k}^{k}\cos(2m\theta)=\sin\big((2k+1)\theta\big),$$

which is proved by induction on $k$. For $k=0$ both sides are $\sin\theta$. Going from $k$ to $k+1$ adds the momenta $\pm(k+1)$, hence $2\sin\theta\cos\alpha$ with $\alpha=2(k+1)\theta$, to the left side. The right side changes by $\sin(\alpha+\theta)-\sin(\alpha-\theta)$, which is the same quantity. Since $\sin(\pi/N)>0$ for $N\ge2$, division gives

$$D_N=\frac{2t}{N}\,\frac{\sin(\pi M/N)}{\sin(\pi/N)}.$$

Because $0<\pi M/N<\pi$, the bulk value is positive. Dividing by it cancels both $t$ and the filling factor:

$$R_N=\frac{\pi/N}{\sin(\pi/N)}.$$

With $x=\pi/N>0$, the inequality $\sin x<x$ gives $R_N>1$.

For the limit, set $q=(x-\sin x)/x^3$. The Taylor bound $|\sin x-(x-x^3/6)|\le x^5/100$, valid for $0<x\le1$, gives $|q-1/6|\le x^2/100$, so $q\to1/6$. Since $\sin x=x(1-x^2q)$ and $N^2x^2=\pi^2$,

$$N^2(R_N-1)=N^2\,\frac{x-\sin x}{\sin x}=\frac{\pi^2q}{1-x^2q}\longrightarrow\frac{\pi^2}{6}.$$

The density need not converge along the sequence of rings, because it no longer appears.

## Tripling the ring to remove the 1/N² error

Tripling both the sites and the particles keeps the density, and $3M=2(3k+1)+1$ is again odd, so the shell stays closed. Both rings have the same $D^{\rm bulk}$, and therefore

$$N^2\left(\frac{9D_{3N}-D_N}{8\,D^{\rm bulk}}-1\right)=\frac{(3N)^2(R_{3N}-1)-N^2(R_N-1)}{8}\longrightarrow0.$$

Each term in the numerator tends to $\pi^2/6$, so the leading errors cancel.

## Ring, filling and stiffness as Lean definitions

```lean
import Mathlib

open Real Filter Topology

namespace RingDrudeFiniteSize

noncomputable section
```

In the level, `N` is a natural number, `m` an integer, and `t` and `φ` are real.

```lean
/-- Level of momentum index `m` on a ring of `N > 0` sites with hopping `t` and flux phase `φ`. -/
def level (t : ℝ) (N : ℕ) (m : ℤ) (φ : ℝ) : ℝ :=
  -2 * t * Real.cos ((2 * π * m + φ) / N)
```

The particle number is never a separate variable: it is written as $2k+1$, which builds in the odd filling. The occupied set is the integer interval from $-k$ to $k$ and stays fixed as the flux varies. That these are the lowest levels is part of the physical reading and is not proved in the file.

```lean
/-- Energy of `2k+1` fermions filling the levels `|m| ≤ k` on a ring of `N` sites, for `2k+1 ≤ N`.
-/
def energy (t : ℝ) (N k : ℕ) (φ : ℝ) : ℝ :=
  ∑ m ∈ Finset.Icc (-(k : ℤ)) k, level t N m φ
```

The stiffness is defined through an actual second derivative of the energy, not through its closed form.

```lean
/-- Drude stiffness of `2k+1 < N` fermions on a ring of `N` sites: `N` times the second flux
derivative of the energy at zero flux. -/
def stiffness (t : ℝ) (N k : ℕ) : ℝ :=
  N * deriv (deriv (energy t N k)) 0
```

The bulk value, by contrast, enters as a formula; no integral over the Fermi sea is evaluated.

```lean
/-- Bulk stiffness `(2t/π) sin(πM/N)` at the density of `M = 2k+1` fermions on `N` sites, for
`2k+1 ≤ N`. -/
def bulkStiffness (t : ℝ) (N k : ℕ) : ℝ :=
  2 * t / π * Real.sin (π * (2 * k + 1) / N)
```

The ratio is then the quotient of the two.

```lean
/-- Ratio of the stiffness of the finite ring to the bulk stiffness at the same density,
for `t ≠ 0` and `2k+1 < N`. -/
def stiffnessRatio (t : ℝ) (N k : ℕ) : ℝ :=
  stiffness t N k / bulkStiffness t N k
```

## Summing the cosines and differentiating the energy

The first lemma states that $\sin(\pi/N)>0$ for $N\ge2$, so that later divisions by it are sound. The proof uses $0<\pi/N<\pi$.

```lean
/-- On a ring of at least two sites, `sin(π/N)` is positive. -/
theorem sin_pi_div_pos {N : ℕ} (hN : 2 ≤ N) : 0 < Real.sin (π / N) := by
  have h2 : (2 : ℝ) ≤ N := by exact_mod_cast hN
  apply Real.sin_pos_of_pos_of_lt_pi
  · exact div_pos Real.pi_pos (by linarith)
  · exact div_lt_self Real.pi_pos (by linarith)
```

The cosine sum is stated in product form and holds for every real $\theta$. In the induction step, `hI` splits the larger interval into the old one and the two new momenta. The angle-addition formulas and `ring` then finish the comparison made above with $\alpha$.

```lean
/-- For every real `θ`, `sin θ` times the sum of `cos(2mθ)` over the integers `|m| ≤ k` equals
`sin((2k+1)θ)`. -/
theorem sin_mul_sum_cos (k : ℕ) (θ : ℝ) :
    Real.sin θ * ∑ m ∈ Finset.Icc (-(k : ℤ)) k, Real.cos (2 * m * θ)
      = Real.sin ((2 * k + 1) * θ) := by
  induction k with
  | zero => simp
  | succ k ih =>
    -- the next shell adds the momenta `k+1` and `-(k+1)`
    have hI : Finset.Icc (-((k + 1 : ℕ) : ℤ)) ((k + 1 : ℕ) : ℤ)
        = insert ((k + 1 : ℕ) : ℤ) (insert (-((k + 1 : ℕ) : ℤ))
          (Finset.Icc (-(k : ℤ)) k)) := by
      ext m
      simp only [Finset.mem_insert, Finset.mem_Icc]
      omega
    rw [hI, Finset.sum_insert (by simp only [Finset.mem_insert, Finset.mem_Icc]; omega),
      Finset.sum_insert (by simp only [Finset.mem_Icc]; omega), mul_add, mul_add, ih]
    push_cast
    rw [show 2 * (-((k : ℝ) + 1)) * θ = -(2 * ((k : ℝ) + 1) * θ) by ring,
      show (2 * (k : ℝ) + 1) * θ = 2 * ((k : ℝ) + 1) * θ - θ by ring,
      show (2 * ((k : ℝ) + 1) + 1) * θ = 2 * ((k : ℝ) + 1) * θ + θ by ring,
      Real.cos_neg, Real.sin_sub, Real.sin_add]
    ring
```

Next come the two derivatives. The inner function has derivative $1/N$ (`harg`). The first derivative is computed at every flux `x` in `h1`, because it must be known as a function before it can be differentiated again; physically it is the persistent current up to sign. `HasDerivAt.fun_sum` differentiates the finite sum term by term. Lean's `deriv` returns zero where no derivative exists, and these `HasDerivAt` proofs rule that case out.

```lean
/-- The function `deriv (energy t N k)` has a derivative at every flux `φ`, equal to the sum of
`(2t/N²) cos((2πm+φ)/N)` over `|m| ≤ k`. -/
theorem hasDerivAt_deriv_energy (t : ℝ) (N k : ℕ) (φ : ℝ) :
    HasDerivAt (deriv (energy t N k))
      (∑ m ∈ Finset.Icc (-(k : ℤ)) k, 2 * t / N ^ 2 * Real.cos ((2 * π * m + φ) / N)) φ := by
  have harg : ∀ (m : ℤ) (x : ℝ),
      HasDerivAt (fun y : ℝ => (2 * π * m + y) / N) (1 / N) x := fun m x =>
    ((hasDerivAt_id' x).const_add _).div_const _
  -- first derivative: the persistent current, up to sign
  have h1 : deriv (energy t N k) = fun x => ∑ m ∈ Finset.Icc (-(k : ℤ)) k,
      2 * t / N * Real.sin ((2 * π * m + x) / N) := by
    funext x
    apply HasDerivAt.deriv
    show HasDerivAt (fun y => ∑ m ∈ Finset.Icc (-(k : ℤ)) k,
      -2 * t * Real.cos ((2 * π * m + y) / N)) _ x
    apply HasDerivAt.fun_sum
    intro m _
    exact ((harg m x).cos.const_mul (-2 * t)).congr_deriv (by ring)
  rw [h1]
  apply HasDerivAt.fun_sum
  intro m _
  exact ((harg m φ).sin.const_mul (2 * t / N)).congr_deriv (by ring)
```

The closed form combines the two results. `hsum` pulls the constant out of the sum at zero flux, `hc` simplifies the prefactor $N\cdot 2t/N^2$, and `eq_div_iff` multiplies through by $\sin(\pi/N)$ so that the cosine identity applies. This theorem holds for any real $t$.

```lean
/-- For `M = 2k+1 < N` fermions the stiffness is `(2t/N) sin(πM/N) / sin(π/N)`. -/
theorem stiffness_eq (t : ℝ) {N k : ℕ} (hk : 2 * k + 1 < N) :
    stiffness t N k
      = 2 * t / N * Real.sin (π * (2 * k + 1) / N) / Real.sin (π / N) := by
  have hs := sin_pi_div_pos (N := N) (by omega)
  have hN : (N : ℝ) ≠ 0 := by
    have : N ≠ 0 := by omega
    exact_mod_cast this
  have hsum : ∑ m ∈ Finset.Icc (-(k : ℤ)) k,
      2 * t / (N : ℝ) ^ 2 * Real.cos ((2 * π * m + 0) / N)
      = 2 * t / (N : ℝ) ^ 2 * ∑ m ∈ Finset.Icc (-(k : ℤ)) k, Real.cos (2 * m * (π / N)) := by
    rw [Finset.mul_sum]
    refine Finset.sum_congr rfl fun m _ => ?_
    rw [show (2 * π * (m : ℝ) + 0) / N = 2 * m * (π / N) by ring]
  have hc : (N : ℝ) * (2 * t / (N : ℝ) ^ 2) = 2 * t / N := by field_simp
  unfold stiffness
  rw [(hasDerivAt_deriv_energy t N k 0).deriv, hsum, ← mul_assoc, hc, eq_div_iff hs.ne',
    show π * (2 * (k : ℝ) + 1) / N = (2 * k + 1) * (π / N) by ring, ← sin_mul_sum_cos]
  ring
```

## A ratio that does not depend on the filling

The hypothesis `2 * k + 1 < N` says that the band is not full. It places the argument of the sine strictly between $0$ and $\pi$, and with $t>0$ the bulk stiffness is positive. A full band would make the bulk value zero and the ratio meaningless.

```lean
/-- For `t > 0` and a partly filled band, `2k+1 < N`, the bulk stiffness is positive. -/
theorem bulkStiffness_pos {t : ℝ} (ht : 0 < t) {N k : ℕ} (hk : 2 * k + 1 < N) :
    0 < bulkStiffness t N k := by
  have hk' : 2 * (k : ℝ) + 1 < N := by exact_mod_cast hk
  have hN : (0 : ℝ) < N := lt_trans (by positivity) hk'
  refine mul_pos (by positivity) (Real.sin_pos_of_pos_of_lt_pi (by positivity) ?_)
  rw [div_lt_iff₀ hN]
  exact mul_lt_mul_of_pos_left hk' Real.pi_pos
```

With a nonzero denominator, the ratio equation can be cleared of fractions. After the closed form is inserted, `field_simp` cancels the common factors. Neither `t` nor `k` appears on the right side of the result.

```lean
/-- For `t > 0` and `2k+1 < N` the ratio of finite-ring to bulk stiffness is
`(π/N) / sin(π/N)`. -/
theorem stiffnessRatio_eq {t : ℝ} (ht : 0 < t) {N k : ℕ} (hk : 2 * k + 1 < N) :
    stiffnessRatio t N k = π / N / Real.sin (π / N) := by
  have hs := (sin_pi_div_pos (N := N) (by omega)).ne'
  have hπ := Real.pi_ne_zero
  unfold stiffnessRatio
  rw [div_eq_iff (bulkStiffness_pos ht hk).ne', stiffness_eq t hk, bulkStiffness]
  field_simp
```

The strict inequality is $\sin x<x$ at $x=\pi/N$. It holds for each admissible ring, down to one particle on two sites joined by two bonds, where the ratio is $\pi/2$.

```lean
/-- For `t > 0` and `2k+1 < N` the finite ring is stiffer than the bulk at the same density. -/
theorem one_lt_stiffnessRatio {t : ℝ} (ht : 0 < t) {N k : ℕ} (hk : 2 * k + 1 < N) :
    1 < stiffnessRatio t N k := by
  have hN : (0 : ℝ) < N := by
    have : 0 < N := by omega
    exact_mod_cast this
  rw [stiffnessRatio_eq ht hk, one_lt_div (sin_pi_div_pos (by omega))]
  exact Real.sin_lt (div_pos Real.pi_pos hN)
```

## The cubic term of the sine and the limit

The analytic part concerns only the function $(\pi/N)/\sin(\pi/N)$. In the proof, `hx` states that $\pi/N\to0$, and `hq` states that $q\to1/6$. The latter is a squeeze argument based on `Real.sin_bound`, which applies once $N\ge4$ because then $\pi/N\le1$. The code weakens $x^5$ to $x^4$, so its error bound is $x/100$ instead of $x^2/100$, which is still enough. The auxiliary statement `key` is the identity between $\pi^2q/(1-x^2q)$ and $N^2(x/\sin x-1)$, and `hl` takes the limit of the quotient.

```lean
/-- The excess of `(π/N) / sin(π/N)` over one, multiplied by `N²`, tends to `π²/6`. -/
theorem tendsto_size_factor :
    Tendsto (fun N : ℕ => (N : ℝ) ^ 2 * (π / N / Real.sin (π / N) - 1)) atTop
      (𝓝 (π ^ 2 / 6)) := by
  have hx : Tendsto (fun N : ℕ => π / (N : ℝ)) atTop (𝓝 0) :=
    tendsto_const_div_atTop_nhds_zero_nat π
  -- the limit is minus the cubic Taylor coefficient of the sine
  have hq : Tendsto (fun N : ℕ => (π / (N : ℝ) - Real.sin (π / N)) / (π / (N : ℝ)) ^ 3)
      atTop (𝓝 (1 / 6)) := by
    have hg := hx.mul_const (1 / 100 : ℝ)
    rw [zero_mul] at hg
    rw [tendsto_iff_norm_sub_tendsto_zero]
    refine squeeze_zero' (Eventually.of_forall fun _ => norm_nonneg _) ?_ hg
    filter_upwards [eventually_ge_atTop 4] with N hN
    have hN' : (4 : ℝ) ≤ N := by exact_mod_cast hN
    have h0 : 0 < π / (N : ℝ) := div_pos Real.pi_pos (by linarith)
    have h1 : π / (N : ℝ) ≤ 1 := by
      rw [div_le_one (by linarith)]
      linarith [Real.pi_le_four]
    generalize π / (N : ℝ) = x at h0 h1 ⊢
    have hb := Real.sin_bound (x := x) (by rwa [abs_of_pos h0])
    rw [abs_of_pos h0] at hb
    have he : (x - Real.sin x) / x ^ 3 - 1 / 6
        = -(Real.sin x - (x - x ^ 3 / 6)) / x ^ 3 := by
      field_simp
      ring
    rw [Real.norm_eq_abs, he, abs_div, abs_neg, abs_of_pos (pow_pos h0 3),
      div_le_iff₀ (pow_pos h0 3)]
    have h5 : x ^ 5 ≤ x ^ 4 := pow_le_pow_of_le_one h0.le h1 (by norm_num)
    calc |Real.sin x - (x - x ^ 3 / 6)| ≤ x ^ 5 / 100 := hb
      _ ≤ x ^ 4 / 100 := by linarith
      _ = x * (1 / 100) * x ^ 3 := by ring
  have key : ∀ x s n : ℝ, x ≠ 0 → s ≠ 0 → n * x = π →
      π ^ 2 * ((x - s) / x ^ 3) / (1 - x ^ 2 * ((x - s) / x ^ 3)) = n ^ 2 * (x / s - 1) := by
    intro x s n hx0 hs0 h
    have h1 : x ^ 2 * ((x - s) / x ^ 3) = (x - s) / x := by field_simp
    have h2 : 1 - (x - s) / x = s / x := by
      rw [sub_div, div_self hx0]
      ring
    have h3 : (n * x) ^ 2 * ((x - s) / x ^ 3) / (s / x) = n ^ 2 * ((x - s) / s) := by
      field_simp
    rw [h1, h2, ← h, h3, sub_div, div_self hs0]
  have hl := (hq.const_mul (π ^ 2)).div (((hx.pow 2).mul hq).const_sub 1) (by norm_num)
  rw [show π ^ 2 * (1 / 6) / (1 - 0 ^ 2 * (1 / 6)) = π ^ 2 / 6 by ring] at hl
  refine hl.congr' ?_
  filter_upwards [eventually_ge_atTop 2] with N hN
  have hN0 : (N : ℝ) ≠ 0 := by
    have : N ≠ 0 := by omega
    exact_mod_cast this
  exact key _ _ _ (div_ne_zero Real.pi_ne_zero hN0) (sin_pi_div_pos hN).ne'
    (mul_div_cancel₀ π hN0)
```

To return to the physical ratio, the filling becomes a function `k : ℕ → ℕ`, one value for each ring size. The condition `∀ᶠ N in atTop` requires a partly filled band only on all sufficiently large rings. A fixed particle number and a roughly constant density are both allowed. The proof replaces the size factor by the stiffness ratio wherever the condition holds.

```lean
/-- Finite-size law: for `t > 0` and any sequence of fillings with `2k+1 < N` on all large rings,
`N²` times the relative excess of the stiffness over its bulk value tends to `π²/6`. -/
theorem tendsto_stiffnessRatio {t : ℝ} (ht : 0 < t) (k : ℕ → ℕ)
    (hk : ∀ᶠ N in atTop, 2 * k N + 1 < N) :
    Tendsto (fun N : ℕ => (N : ℝ) ^ 2 * (stiffnessRatio t N (k N) - 1)) atTop
      (𝓝 (π ^ 2 / 6)) := by
  refine tendsto_size_factor.congr' ?_
  filter_upwards [hk] with N hN
  rw [stiffnessRatio_eq ht hN]
```

## Cancellation between N and 3N sites

In the last theorem the larger ring has `3 * N` sites and shell index `3 * k N + 1`, which corresponds to the tripled particle number found above. The step `hb` verifies that the two bulk values agree. The limit `hl` applies the size-factor theorem along $3N$ and along $N$ and subtracts, and `r1` and `r3` translate the size factors into stiffness ratios. The conclusion is that the relative error of the combination, multiplied by $N^2$, tends to zero; it gives no rate beyond that.

The cancellation relies on the coefficient $\pi^2/6$ being the same at both sizes, which is established here for free fermions with nearest-neighbour hopping and an odd particle number. Longer-range hopping, interactions, disorder, temperature and even particle numbers would each need a separate analysis.

```lean
/-- Richardson extrapolation: for `t > 0` and `2k+1 < N` on all large rings, combining the
stiffnesses of `N` and `3N` sites at equal density as `(9 D₃ₙ - Dₙ)/8` leaves a relative error
that vanishes faster than `1/N²`. -/
theorem tendsto_extrapolated {t : ℝ} (ht : 0 < t) (k : ℕ → ℕ)
    (hk : ∀ᶠ N in atTop, 2 * k N + 1 < N) :
    Tendsto (fun N : ℕ => (N : ℝ) ^ 2 *
      ((9 * stiffness t (3 * N) (3 * k N + 1) - stiffness t N (k N)) / 8
        / bulkStiffness t N (k N) - 1)) atTop (𝓝 0) := by
  have h3 : Tendsto (fun n : ℕ => 3 * n) atTop atTop :=
    tendsto_atTop_mono (fun n => (by omega : n ≤ 3 * n)) tendsto_id
  -- the leading errors at the two sizes cancel
  have hl := ((tendsto_size_factor.comp h3).sub tendsto_size_factor).div_const 8
  rw [sub_self, zero_div] at hl
  refine hl.congr' ?_
  filter_upwards [hk] with N hN
  have hb : bulkStiffness t (3 * N) (3 * k N + 1) = bulkStiffness t N (k N) := by
    unfold bulkStiffness
    push_cast
    rw [show π * (2 * (3 * (k N : ℝ) + 1) + 1) = 3 * (π * (2 * (k N : ℝ) + 1)) by ring,
      mul_div_mul_left _ _ (three_ne_zero : (3 : ℝ) ≠ 0)]
  have r1 := stiffnessRatio_eq ht hN
  have r3 := stiffnessRatio_eq ht (N := 3 * N) (k := 3 * k N + 1) (by omega)
  simp only [Function.comp_apply]
  rw [← r1, ← r3]
  unfold stiffnessRatio
  rw [hb]
  push_cast
  ring

end

end RingDrudeFiniteSize
```

```lean
#print axioms RingDrudeFiniteSize.one_lt_stiffnessRatio
-- 'RingDrudeFiniteSize.one_lt_stiffnessRatio' depends on axioms: [propext, Classical.choice, Quot.sound]
#print axioms RingDrudeFiniteSize.tendsto_stiffnessRatio
-- 'RingDrudeFiniteSize.tendsto_stiffnessRatio' depends on axioms: [propext, Classical.choice, Quot.sound]
#print axioms RingDrudeFiniteSize.tendsto_extrapolated
-- 'RingDrudeFiniteSize.tendsto_extrapolated' depends on axioms: [propext, Classical.choice, Quot.sound]
```
